# Mixing two Hermitian Wannier Hamiltonians, aligned by a unitary, never puts the sum of the N lowest levels below the linear average

Q: To screen alloy compositions, I interpolate between the Wannier Hamiltonians of two end compounds, diagonalise, and subtract the linear average of their band energies. Is the sign of that difference fixed?

A: Yes, for non-interacting electrons with the same number $N$ of occupied states throughout. Let $A$ and $B$ be Hermitian $n\times n$ matrices in orthonormal Wannier bases, and let the unitary $W$ bring $B$ to the gauge of $A$. At concentration $0\le x\le1$ the mixture is $H_x=(1-x)A+xW^\dagger BW$. With $F$ the sum of the $N\le n$ lowest eigenvalues,
$$F(H_x)\ge(1-x)F(A)+xF(B).$$
With the $N$ lowest states fully occupied and all others empty, a negative difference larger than rounding therefore points to a mistake, such as a non-unitary $W$. With thermally smeared occupations it need not, because the band energy can then fall below the average.

Q: How do you derive it?

A: Describe an occupied subspace by its projector $P$, with energy $E_P(H)=\mathrm{Re}\,\mathrm{Tr}(PH)$. Let the columns of $U$ be an orthonormal basis of eigenvectors of $H$ with levels $\varepsilon_i$, and set $R=U^\dagger PU$. Then $E_P(H)=\sum_i p_i\varepsilon_i$ with $p_i=R_{ii}$. Since $R$ is a projector, $p_i=\sum_j|R_{ij}|^2\ge p_i^2$, so $0\le p_i\le1$, and $\sum_i p_i=N$.

For $N>0$, let $\mu$ be the $N$-th lowest level. Among the $N$ lowest levels $\varepsilon_i-\mu\le0$ and $p_i\le1$; among the others $\varepsilon_i-\mu\ge0$ and $p_i\ge0$. Hence
$$\sum_i p_i(\varepsilon_i-\mu)\ge\sum_{i\in\text{lowest }N}(\varepsilon_i-\mu).$$
Adding $N\mu$ gives $E_P(H)\ge F(H)$. Filling the $N$ lowest eigenvectors gives equality. For $N=0$ both sides vanish.

Now take $P$ optimal for $H_x$. Because $E_P$ is linear in the Hamiltonian and $F(W^\dagger BW)=F(B)$,
$$F(H_x)=(1-x)E_P(A)+xE_P(W^\dagger BW)\ge(1-x)F(A)+xF(B).$$
If equality holds with $0<x<1$, two nonnegative excesses with positive weights sum to zero, so $P$ is optimal for both $A$ and $W^\dagger BW$. Conversely, a common optimal $P$ has the average energy in $H_x$, so $F(H_x)$ cannot exceed the average.

Q: Does the Lean code speak about these same objects?

A: The finite type `ι` labels the Wannier orbitals, and $n$ is `Fintype.card ι`. For a crystal, a label can combine orbital and k-point, with block-diagonal matrices and $N$ counted over the whole mesh.

```lean
import Mathlib

open Matrix

namespace WannierAlloy

variable {ι : Type*} [Fintype ι] [DecidableEq ι] {N : ℕ}
```

Mathlib's `eigenvalues₀` is in decreasing order, so `fromBottom` counts from its end, with `k = 0` the lowest level.

```lean
/-- Position of the `k`-th level from the bottom in a decreasing list of `d` levels. -/
def fromBottom {d : ℕ} (hN : N ≤ d) : Fin N ↪ Fin d :=
  ⟨fun k => Fin.rev (Fin.castLE hN k),
    fun _ _ h => Fin.castLE_injective hN (Fin.rev_injective h)⟩

/-- Band energy: the sum of the `N` lowest eigenvalues of a Hermitian matrix, counted with
multiplicity. -/
noncomputable def bandEnergy {A : Matrix ι ι ℂ} (hA : A.IsHermitian)
    (hN : N ≤ Fintype.card ι) : ℝ :=
  ∑ k : Fin N, hA.eigenvalues₀ (fromBottom hN k)
```

Q: And the occupied subspace?

A: It is a Hermitian idempotent matrix of trace $N$. Here `energy` is the one-electron term alone, without double-counting or ionic terms, and `bandEnergy` is its minimum over all such `P`. The real part loses nothing for Hermitian matrices.

```lean
/-- `P` is the orthogonal projector onto an `N`-dimensional occupied subspace. -/
structure IsOccupied (N : ℕ) (P : Matrix ι ι ℂ) : Prop where
  herm : Pᴴ = P
  idem : P * P = P
  count : P.trace = N

/-- Energy `Re Tr (P A)` of the occupied subspace `P` for the Hamiltonian `A`. -/
noncomputable def energy (P A : Matrix ι ι ℂ) : ℝ := (P * A).trace.re
```

The dagger is written `ᴴ` in the code and `*` in its comments.

```lean
/-- Alloy Hamiltonian `(1 - x) A + x W* B W`: the Wannier Hamiltonian `B` is brought to the
gauge of `A` by `W` and mixed in with concentration `x`. -/
noncomputable def alloy (A B W : Matrix ι ι ℂ) (x : ℝ) : Matrix ι ι ℂ :=
  (1 - x) • A + x • (Wᴴ * B * W)
```

Q: Where does the filling argument appear?

A: In `lowest_filling`, for any decreasing list `f`. Its `key` is the inequality with $\mu$ subtracted, proved term by term.

```lean
/-- Occupations between 0 and 1 that add up to `N` cost at least the sum of the `N` lowest
levels of a decreasing list `f`. -/
theorem lowest_filling {d : ℕ} (hN : N ≤ d) {f p : Fin d → ℝ} (hf : Antitone f)
    (h0 : ∀ i, 0 ≤ p i) (h1 : ∀ i, p i ≤ 1) (hp : ∑ i, p i = N) :
    ∑ k : Fin N, f (fromBottom hN k) ≤ ∑ i, p i * f i := by
  rcases Nat.eq_zero_or_pos N with rfl | hpos
  · have hz : ∀ i, p i = 0 := fun i => by
      have h := Finset.single_le_sum (f := p) (fun j _ => h0 j) (Finset.mem_univ i)
      rw [hp] at h
      exact le_antisymm (by simpa using h) (h0 i)
    simp [hz]
  · -- measure all levels from the highest filled one
    obtain ⟨μ, hμ⟩ : ∃ μ, μ = f ⟨d - N, by omega⟩ := ⟨_, rfl⟩
    have key : ∑ k : Fin N, (f (fromBottom hN k) - μ) ≤ ∑ i, p i * (f i - μ) := by
      calc ∑ k : Fin N, (f (fromBottom hN k) - μ)
          = ∑ i, if i ∈ Finset.univ.map (fromBottom hN) then f i - μ else 0 := by
            rw [Finset.sum_ite_mem, Finset.univ_inter, Finset.sum_map]
        _ ≤ ∑ i, p i * (f i - μ) := by
            refine Finset.sum_le_sum fun i _ => ?_
            split_ifs with hi
            · obtain ⟨k, -, rfl⟩ := Finset.mem_map.1 hi
              have hk := k.isLt
              have hle : f (fromBottom hN k) ≤ μ := by
                rw [hμ]
                apply hf
                change d - N ≤ d - (k.val + 1)
                omega
              nlinarith [mul_nonneg (sub_nonneg.2 (h1 (fromBottom hN k))) (sub_nonneg.2 hle)]
            · have hlt := i.isLt
              have hle : i.val ≤ d - N := by
                by_contra h
                refine hi (Finset.mem_map.2 ⟨⟨d - 1 - i.val, by omega⟩, Finset.mem_univ _, ?_⟩)
                apply Fin.ext
                change d - (d - 1 - i.val + 1) = i.val
                omega
              have hge : μ ≤ f i := by
                rw [hμ]
                exact hf (Fin.le_def.2 hle)
              exact mul_nonneg (h0 i) (sub_nonneg.2 hge)
    simp only [mul_sub, Finset.sum_sub_distrib, ← Finset.sum_mul, hp, Finset.sum_const,
      Finset.card_univ, Fintype.card_fin, nsmul_eq_mul] at key
    linarith
```

The next two lemmas move a rotation from Hamiltonian to projector by cyclicity of the trace, and show that the rotated matrix is still a projector of trace $N$.

```lean
omit [DecidableEq ι] in
/-- Rotating the Hamiltonian by `W` is the same as rotating the occupied subspace back. -/
theorem energy_rotate (P A W : Matrix ι ι ℂ) :
    energy P (W * A * Wᴴ) = energy (Wᴴ * P * W) A := by
  unfold energy
  rw [show P * (W * A * Wᴴ) = (P * W * A) * Wᴴ by simp only [Matrix.mul_assoc],
    Matrix.trace_mul_comm]
  simp only [Matrix.mul_assoc]

/-- A unitary rotation takes an `N`-dimensional occupied subspace to another one. -/
theorem IsOccupied.rotate {P W : Matrix ι ι ℂ} (hP : IsOccupied N P) (hW : W * Wᴴ = 1) :
    IsOccupied N (Wᴴ * P * W) := by
  refine ⟨?_, ?_, ?_⟩
  · simp only [conjTranspose_mul, conjTranspose_conjTranspose, hP.herm, Matrix.mul_assoc]
  · calc Wᴴ * P * W * (Wᴴ * P * W) = Wᴴ * P * (W * Wᴴ) * P * W := by
          simp only [Matrix.mul_assoc]
      _ = Wᴴ * P * W := by rw [hW, Matrix.mul_one, Matrix.mul_assoc Wᴴ P P, hP.idem]
  · rw [Matrix.trace_mul_comm, ← Matrix.mul_assoc, hW, Matrix.one_mul, hP.count]
```

The spectral theorem then gives occupation times level; `σ` matches level numbers to orbital labels.

```lean
/-- In an eigenbasis `U` of a Hermitian `A`, the energy is the sum of occupation times level. -/
theorem exists_eigenbasis_energy {A : Matrix ι ι ℂ} (hA : A.IsHermitian) :
    ∃ (U : Matrix ι ι ℂ) (σ : Fin (Fintype.card ι) ≃ ι), Uᴴ * U = 1 ∧
      ∀ P, energy P A = ∑ i, ((Uᴴ * P * U) i i).re * hA.eigenvalues₀ (σ.symm i) := by
  obtain ⟨U, σ, hU, h⟩ : ∃ (U : Matrix ι ι ℂ) (σ : Fin (Fintype.card ι) ≃ ι), Uᴴ * U = 1 ∧
      A = U * diagonal (fun i => ((hA.eigenvalues₀ (σ.symm i) : ℝ) : ℂ)) * Uᴴ := by
    refine ⟨hA.eigenvectorUnitary, Fintype.equivOfCardEq (Fintype.card_fin _),
      Matrix.mem_unitaryGroup_iff'.1 hA.eigenvectorUnitary.2, ?_⟩
    have h := hA.spectral_theorem
    rw [Unitary.conjStarAlgAut_apply] at h
    exact h
  refine ⟨U, σ, hU, fun P => (congrArg (energy P) h).trans ?_⟩
  rw [energy_rotate]
  simp only [energy, Matrix.trace, Matrix.diag_apply, Matrix.mul_diagonal, Complex.re_sum,
    Complex.re_mul_ofReal]
```

The variational bound calls our $R$ `Q`, and `hq` is the row-norm identity that confines its diagonal.

```lean
/-- Variational bound: no `N`-dimensional occupied subspace has an energy below the sum of the
`N` lowest eigenvalues. -/
theorem bandEnergy_le_energy {A P : Matrix ι ι ℂ} (hA : A.IsHermitian)
    (hN : N ≤ Fintype.card ι) (hP : IsOccupied N P) : bandEnergy hA hN ≤ energy P A := by
  obtain ⟨U, σ, hU, hE⟩ := exists_eigenbasis_energy hA
  have hQ := hP.rotate (mul_eq_one_comm.1 hU)
  rw [hE P]
  generalize Uᴴ * P * U = Q at hQ ⊢
  -- a diagonal entry of a projector is the squared norm of its row
  have hq : ∀ i, (Q i i).re = ∑ j, Complex.normSq (Q i j) := fun i => by
    calc (Q i i).re = ((Q * Q) i i).re := by rw [hQ.idem]
      _ = ∑ j, (Q i j * Q j i).re := by rw [Matrix.mul_apply, Complex.re_sum]
      _ = _ := Finset.sum_congr rfl fun j _ => by
          have h : star (Q i j) = Q j i := congrFun (congrFun hQ.herm j) i
          rw [← h]
          simp [Complex.normSq_apply]
  have h0 : ∀ i, 0 ≤ (Q i i).re := fun i => by
    rw [hq i]
    exact Finset.sum_nonneg fun j _ => Complex.normSq_nonneg _
  have h1 : ∀ i, (Q i i).re ≤ 1 := fun i => by
    have h := Finset.single_le_sum (f := fun j => Complex.normSq (Q i j))
      (fun j _ => Complex.normSq_nonneg _) (Finset.mem_univ i)
    rw [← hq i, Complex.normSq_apply] at h
    by_contra hc
    nlinarith [mul_self_nonneg (Q i i).im]
  have hs : ∑ i, (Q i i).re = N := by
    have h := congrArg Complex.re hQ.count
    simpa [Matrix.trace] using h
  have key := lowest_filling hN hA.eigenvalues₀_antitone (p := fun k => (Q (σ k) (σ k)).re)
    (fun k => h0 _) (fun k => h1 _) ((Equiv.sum_comp σ fun i => (Q i i).re).trans hs)
  rw [← Equiv.sum_comp σ]
  simpa only [bandEnergy, Equiv.symm_apply_apply] using key
```

The minimum is attained by a diagonal projector on the lowest levels, rotated back.

```lean
/-- Some `N`-dimensional occupied subspace attains the sum of the `N` lowest eigenvalues. -/
theorem exists_energy_eq {A : Matrix ι ι ℂ} (hA : A.IsHermitian) (hN : N ≤ Fintype.card ι) :
    ∃ P, IsOccupied N P ∧ energy P A = bandEnergy hA hN := by
  obtain ⟨U, σ, hU, hE⟩ := exists_eigenbasis_energy hA
  -- fill the eigenvectors of the lowest levels
  obtain ⟨T, hT⟩ : ∃ T, T = Finset.univ.map ((fromBottom hN).trans σ.toEmbedding) := ⟨_, rfl⟩
  have hc : T.card = N := by simp [hT]
  have hD : IsOccupied N (diagonal fun i => if i ∈ T then (1 : ℂ) else 0) := by
    refine ⟨?_, ?_, ?_⟩
    · rw [Matrix.diagonal_conjTranspose]
      exact congrArg diagonal (funext fun i => by by_cases h : i ∈ T <;> simp [h])
    · rw [Matrix.diagonal_mul_diagonal]
      exact congrArg diagonal (funext fun i => by by_cases h : i ∈ T <;> simp [h])
    · rw [Matrix.trace_diagonal]
      simp [hc]
  have hback : ∀ D : Matrix ι ι ℂ, Uᴴ * (U * D * Uᴴ) * U = D := fun D => by
    calc Uᴴ * (U * D * Uᴴ) * U = (Uᴴ * U) * D * (Uᴴ * U) := by simp only [Matrix.mul_assoc]
      _ = D := by rw [hU, Matrix.one_mul, Matrix.mul_one]
  refine ⟨U * (diagonal fun i => if i ∈ T then (1 : ℂ) else 0) * Uᴴ, ?_, ?_⟩
  · have h := hD.rotate (W := Uᴴ) (by rw [conjTranspose_conjTranspose]; exact hU)
    rwa [conjTranspose_conjTranspose] at h
  · rw [hE, hback]
    calc _ = ∑ i, if i ∈ T then hA.eigenvalues₀ (σ.symm i) else 0 :=
          Finset.sum_congr rfl fun i _ => by by_cases h : i ∈ T <;> simp [h]
      _ = bandEnergy hA hN := by
          rw [Finset.sum_ite_mem, Finset.univ_inter, hT, Finset.sum_map]
          simp [bandEnergy]
```

Q: Is gauge invariance assumed?

A: No, it is proved: rotating an optimal projector in each direction gives two opposite inequalities.

```lean
/-- A unitary change of Wannier gauge leaves the band energy unchanged. -/
theorem bandEnergy_gauge {B W : Matrix ι ι ℂ} (hB : B.IsHermitian)
    (hW : W ∈ unitaryGroup ι ℂ) (hN : N ≤ Fintype.card ι) :
    bandEnergy (isHermitian_conjTranspose_mul_mul W hB) hN = bandEnergy hB hN := by
  have h1 : W * Wᴴ = 1 := mem_unitaryGroup_iff.1 hW
  have h2 : Wᴴ * W = 1 := mem_unitaryGroup_iff'.1 hW
  apply le_antisymm
  · obtain ⟨P, hP, hE⟩ := exists_energy_eq hB hN
    have hr := energy_rotate P (Wᴴ * B * W) W
    have hb : W * (Wᴴ * B * W) * Wᴴ = B := by
      calc W * (Wᴴ * B * W) * Wᴴ = (W * Wᴴ) * B * (W * Wᴴ) := by simp only [Matrix.mul_assoc]
        _ = B := by rw [h1, Matrix.one_mul, Matrix.mul_one]
    rw [hb] at hr
    rw [← hE, hr]
    exact bandEnergy_le_energy _ hN (hP.rotate h1)
  · obtain ⟨P, hP, hE⟩ := exists_energy_eq (isHermitian_conjTranspose_mul_mul W hB) hN
    have hr := energy_rotate P B Wᴴ
    have ho := hP.rotate (W := Wᴴ) (by rw [conjTranspose_conjTranspose]; exact h2)
    rw [conjTranspose_conjTranspose] at hr ho
    rw [← hE, hr]
    exact bandEnergy_le_energy hB hN ho
```

Hermiticity of the mixture is needed before its `bandEnergy` can be written.

```lean
omit [DecidableEq ι] in
/-- The alloy Hamiltonian of two Hermitian matrices is Hermitian. -/
theorem alloy_isHermitian {A B : Matrix ι ι ℂ} (hA : A.IsHermitian) (hB : B.IsHermitian)
    (W : Matrix ι ι ℂ) (x : ℝ) : (alloy A B W x).IsHermitian := by
  unfold Matrix.IsHermitian alloy
  rw [conjTranspose_add, conjTranspose_smul, conjTranspose_smul, hA.eq,
    (isHermitian_conjTranspose_mul_mul W hB).eq, star_trivial, star_trivial]
```

Q: What do the final theorems say?

A: The first is the inequality for Hermitian `A` and `B`, unitary `W` and $0\le x\le1$. `hmix` is the linearity step.

```lean
/-- Mixing two Hermitian Wannier Hamiltonians, with a unitary `W` and `0 ≤ x ≤ 1`, never lowers
the band energy below the linear average of the constituents. -/
theorem average_le_bandEnergy_alloy {A B W : Matrix ι ι ℂ} (hA : A.IsHermitian)
    (hB : B.IsHermitian) (hW : W ∈ unitaryGroup ι ℂ) (hN : N ≤ Fintype.card ι)
    {x : ℝ} (h0 : 0 ≤ x) (h1 : x ≤ 1) :
    (1 - x) * bandEnergy hA hN + x * bandEnergy hB hN ≤
      bandEnergy (alloy_isHermitian hA hB W x) hN := by
  obtain ⟨P, hP, hE⟩ := exists_energy_eq (alloy_isHermitian hA hB W x) hN
  have hmix : energy P (alloy A B W x) =
      (1 - x) * energy P A + x * energy P (Wᴴ * B * W) := by
    simp only [energy, alloy, Matrix.mul_add, Matrix.mul_smul, trace_add, trace_smul,
      Complex.add_re, Complex.smul_re, smul_eq_mul]
  rw [← hE, hmix, ← bandEnergy_gauge hB hW hN]
  exact add_le_add
    (mul_le_mul_of_nonneg_left (bandEnergy_le_energy hA hN hP) (sub_nonneg.2 h1))
    (mul_le_mul_of_nonneg_left (bandEnergy_le_energy _ hN hP) h0)
```

The second, for $0<x<1$, says that equality holds exactly when one `P` attains both minima. `u` and `v` state that the two weighted excesses are nonnegative.

```lean
/-- For `0 < x < 1` and unitary `W`, the alloy has exactly the average band energy if and only if
one `N`-dimensional subspace attains the band energies of both `A` and `W* B W`. -/
theorem bandEnergy_alloy_eq_iff {A B W : Matrix ι ι ℂ} (hA : A.IsHermitian)
    (hB : B.IsHermitian) (hW : W ∈ unitaryGroup ι ℂ) (hN : N ≤ Fintype.card ι)
    {x : ℝ} (h0 : 0 < x) (h1 : x < 1) :
    bandEnergy (alloy_isHermitian hA hB W x) hN =
        (1 - x) * bandEnergy hA hN + x * bandEnergy hB hN ↔
      ∃ P, IsOccupied N P ∧ energy P A = bandEnergy hA hN ∧
        energy P (Wᴴ * B * W) = bandEnergy (isHermitian_conjTranspose_mul_mul W hB) hN := by
  have hmix : ∀ P, energy P (alloy A B W x) =
      (1 - x) * energy P A + x * energy P (Wᴴ * B * W) := fun P => by
    simp only [energy, alloy, Matrix.mul_add, Matrix.mul_smul, trace_add, trace_smul,
      Complex.add_re, Complex.smul_re, smul_eq_mul]
  have hx : 0 < 1 - x := sub_pos.2 h1
  constructor
  · intro h
    obtain ⟨P, hP, hE⟩ := exists_energy_eq (alloy_isHermitian hA hB W x) hN
    rw [h, hmix, ← bandEnergy_gauge hB hW hN] at hE
    -- two nonnegative excess energies add up to zero
    have u := mul_nonneg hx.le (sub_nonneg.2 (bandEnergy_le_energy hA hN hP))
    have v := mul_nonneg h0.le (sub_nonneg.2
      (bandEnergy_le_energy (isHermitian_conjTranspose_mul_mul W hB) hN hP))
    refine ⟨P, hP, ?_, ?_⟩
    · exact sub_eq_zero.1 ((mul_eq_zero.1 (le_antisymm (by linarith) u)).resolve_left hx.ne')
    · exact sub_eq_zero.1 ((mul_eq_zero.1 (le_antisymm (by linarith) v)).resolve_left h0.ne')
  · rintro ⟨P, hP, hPA, hPB⟩
    refine le_antisymm ?_ (average_le_bandEnergy_alloy hA hB hW hN h0.le h1.le)
    have h := bandEnergy_le_energy (alloy_isHermitian hA hB W x) hN hP
    rwa [hmix, hPA, hPB, bandEnergy_gauge hB hW hN] at h

end WannierAlloy
```

```lean
#print axioms WannierAlloy.average_le_bandEnergy_alloy
#print axioms WannierAlloy.bandEnergy_alloy_eq_iff
```

```
'WannierAlloy.average_le_bandEnergy_alloy' depends on axioms: [propext, Classical.choice, Quot.sound]
'WannierAlloy.bandEnergy_alloy_eq_iff' depends on axioms: [propext, Classical.choice, Quot.sound]
```

Q: Does this settle the energetics of a real disordered alloy?

A: No. That its electrons follow the averaged Hamiltonian $H_x$ is a virtual-crystal assumption, which no hypothesis here justifies.

Q: What if my $W$ is a truncated overlap matrix?

A: The bound can fail. Take $n=N=1$, $A=0$, $B=1$, $W=1/2$: the mixture has energy $x/4$, below the average $x$ for every $x>0$. Even an invertible $W$ that lengthens no vector is not enough.

Q: Is there a version for the highest levels?

A: Apply the inequality to $-A$ and $-B$: the sum of the $N$ highest eigenvalues of $H_x$ is at most the linear average of the corresponding sums for $A$ and $B$.
